# The spin-summed pair generator of CAR operators as $E_{pq}E_{rs}-\delta_{qr}E_{ps}$

## Operators and index conventions

Let $p,q,r,s$ label spatial orbitals and $x,y$ spin states. The operator $c_{px}$ creates an electron in orbital $p$ with spin $x$, and $a_{px}$ annihilates it. They obey the canonical anticommutation relations (CAR)

$$
\begin{aligned}
c_{px}c_{qy}+c_{qy}c_{px}&=0,\\
a_{px}a_{qy}+a_{qy}a_{px}&=0,\\
a_{px}c_{qy}+c_{qy}a_{px}&=\delta_{pq}\delta_{xy}.
\end{aligned}
$$

The first two relations express the antisymmetry of electrons under exchange, and the third the orthonormality of the spin orbitals. The spin-summed single excitation and pair generator are

$$
E_{pq}=\sum_x c_{px}a_{qx},\qquad
e_{pqrs}=\sum_{x,y}c_{px}c_{ry}a_{sy}a_{qx}.
$$

In $e_{pqrs}$ one electron goes from $q$ to $p$ and the other from $s$ to $r$, each keeping its spin. For finitely many orbitals, $N=\sum_p E_{pp}$ is the particle number operator.

## The identities and their use

The main identity and the exchange symmetry are

$$
e_{pqrs}=E_{pq}E_{rs}-\delta_{qr}E_{ps},\qquad e_{pqrs}=e_{rspq}.
$$

For finitely many orbitals, summing over the orbital of the second electron gives

$$
\sum_r e_{pqrr}=E_{pq}(N-1).
$$

In a finite orthonormal basis with the same spatial orbitals for every spin, the main identity lets a full configuration-interaction calculation build a spin-independent two-electron operator from single excitations. In a truncated space, the product $E_{pq}E_{rs}$ can pass through configurations outside it, which must then be included as intermediate states.

## What the Lean statements assume

The types `P` and `S` hold the orbitals and spins, and `A` is any ring. The families `c` and `a` take an orbital and a spin to an element of `A`. The structure `CAR c a` contains exactly the three relations above. `excitation c a p q` is $E_{pq}$, `pairExcitation c a p q r s` is $e_{pqrs}$, and `number c a` is $N$.

The pair generator is defined by its normal-ordered string, with creators to the left of annihilators, so its expression through $E$ is a theorem. `S` must be finite wherever spins are summed; spin one half is the case of two elements. `P` may be infinite in `pairExcitation_eq`, `pairExcitation_symm` and `excitation_commutator`, while the sums over orbitals need it finite.

No Hilbert space or vacuum is assumed, nor that $c_{px}$ is the adjoint of $a_{px}$. Non-orthogonal orbitals with each $a_{px}$ the adjoint of $c_{px}$ are not covered, because their mixed anticommutator contains an overlap matrix. In `twoElectron_eq` the ring is also a complex algebra, and the coefficients `g p q r s` are arbitrary complex numbers that don't depend on spin. They stand for two-electron integrals in the order $(pq|rs)$, where $p,q$ belong to one electron and $r,s$ to the other, but no interaction potential is used to derive them.

## Reordering one string of operators

Fix the spins $x$ and $y$. Exchanging the two annihilators gives a minus sign:

$$
c_{px}c_{ry}a_{sy}a_{qx}=-c_{px}c_{ry}a_{qx}a_{sy}.
$$

Now insert $c_{ry}a_{qx}=\delta_{qr}\delta_{xy}-a_{qx}c_{ry}$:

$$
c_{px}c_{ry}a_{sy}a_{qx}
=c_{px}a_{qx}c_{ry}a_{sy}-\delta_{qr}\delta_{xy}c_{px}a_{sy}.
$$

Summed over both spins, the first term factorises into $E_{pq}E_{rs}$. In the second, $\delta_{xy}$ leaves $\delta_{qr}\sum_x c_{px}a_{sx}=\delta_{qr}E_{ps}$. This is the main identity.

## Exchange symmetry and the commutator

Exchanging both the creators and the annihilators produces two signs, which cancel:

$$
c_{px}c_{ry}a_{sy}a_{qx}=c_{ry}c_{px}a_{qx}a_{sy}.
$$

Summing over spins and renaming them gives $e_{pqrs}=e_{rspq}$. Writing both sides with the main identity,

$$
E_{pq}E_{rs}-\delta_{qr}E_{ps}=E_{rs}E_{pq}-\delta_{sp}E_{rq},
$$

and rearranging yields

$$
[E_{pq},E_{rs}]=\delta_{qr}E_{ps}-\delta_{sp}E_{rq}.
$$

## Traces and the two-electron operator

Setting $s=r$ and summing over finitely many orbitals gives

$$
\sum_r e_{pqrr}=E_{pq}\sum_r E_{rr}-\sum_r\delta_{qr}E_{pr}
=E_{pq}N-E_{pq}=E_{pq}(N-1).
$$

Setting $q=p$ and summing again,

$$
\sum_{p,r}e_{pprr}=\sum_pE_{pp}(N-1)=N(N-1).
$$

For coefficients $g_{pqrs}$, multiplying the main identity by $\tfrac12 g_{pqrs}$ and summing gives

$$
\frac12\sum_{pqrs}g_{pqrs}e_{pqrs}
=\frac12\left(\sum_{pqrs}g_{pqrs}E_{pq}E_{rs}
-\sum_{pqs}g_{pqqs}E_{ps}\right),
$$

since $\delta_{qr}$ sets $r=q$ in the last term.

## The complete Lean file

```lean
import Mathlib

open Finset

namespace SpinSummedGenerators

noncomputable section

variable {P S A : Type*} [DecidableEq P] [DecidableEq S] [Ring A]

/-- The canonical anticommutation relations for creators `c p x` and annihilators `a p x`
of an electron in orbital `p` with spin `x`. -/
structure CAR (c a : P → S → A) : Prop where
  cc : ∀ p x q y, c p x * c q y + c q y * c p x = 0
  aa : ∀ p x q y, a p x * a q y + a q y * a p x = 0
  ac : ∀ p x q y, a p x * c q y + c q y * a p x = if p = q ∧ x = y then 1 else 0

/-- The spin-summed single excitation `E_pq = ∑ₓ c_px a_qx`. -/
def excitation [Fintype S] (c a : P → S → A) (p q : P) : A :=
  ∑ x, c p x * a q x

/-- The spin-summed pair generator `e_pqrs = ∑ₓ ∑ᵧ c_px c_ry a_sy a_qx`. -/
def pairExcitation [Fintype S] (c a : P → S → A) (p q r s : P) : A :=
  ∑ x, ∑ y, c p x * c r y * a s y * a q x

/-- The particle number operator `N = ∑ₚ E_pp` of finitely many orbitals. -/
def number [Fintype P] [Fintype S] (c a : P → S → A) : A :=
  ∑ p, excitation c a p p

/-- For operators obeying the CAR, the pair generator is
`e_pqrs = E_pq E_rs - δ_qr E_ps`. -/
theorem pairExcitation_eq [Fintype S] {c a : P → S → A} (h : CAR c a) (p q r s : P) :
    pairExcitation c a p q r s =
      excitation c a p q * excitation c a r s - if q = r then excitation c a p s else 0 := by
  -- for fixed spins, move `a_qx` to the left through `a_sy` and `c_ry`
  have key : ∀ x y, c p x * c r y * a s y * a q x =
      c p x * a q x * (c r y * a s y) - if q = r ∧ x = y then c p x * a s y else 0 := by
    intro x y
    calc c p x * c r y * a s y * a q x
        = c p x * c r y * (a s y * a q x + a q x * a s y)
          - c p x * (a q x * c r y + c r y * a q x) * a s y
          + c p x * a q x * (c r y * a s y) := by noncomm_ring
      _ = _ := by
          rw [h.aa s y q x, h.ac q x r y]
          split_ifs <;> noncomm_ring
  -- sum over both spins; the contraction keeps only equal spins
  unfold pairExcitation excitation
  simp only [key, Finset.sum_sub_distrib]
  rw [Finset.sum_mul_sum]
  congr 1
  by_cases hqr : q = r <;> simp [hqr]

/-- For operators obeying the CAR, the pair generator is unchanged when its two
electrons are exchanged: `e_pqrs = e_rspq`. -/
theorem pairExcitation_symm [Fintype S] {c a : P → S → A} (h : CAR c a) (p q r s : P) :
    pairExcitation c a p q r s = pairExcitation c a r s p q := by
  unfold pairExcitation
  rw [Finset.sum_comm]
  refine Finset.sum_congr rfl fun y _ => Finset.sum_congr rfl fun x _ => ?_
  -- the signs from the two exchanges cancel
  have h1 : c p x * c r y = -(c r y * c p x) := eq_neg_of_add_eq_zero_left (h.cc p x r y)
  have h2 : a s y * a q x = -(a q x * a s y) := eq_neg_of_add_eq_zero_left (h.aa s y q x)
  rw [mul_assoc, h1, h2]
  noncomm_ring

/-- For operators obeying the CAR, the single excitations satisfy
`[E_pq, E_rs] = δ_qr E_ps - δ_sp E_rq`. -/
theorem excitation_commutator [Fintype S] {c a : P → S → A} (h : CAR c a) (p q r s : P) :
    excitation c a p q * excitation c a r s - excitation c a r s * excitation c a p q =
      (if q = r then excitation c a p s else 0) - if s = p then excitation c a r q else 0 := by
  have hs := pairExcitation_symm h p q r s
  rw [pairExcitation_eq h p q r s, pairExcitation_eq h r s p q] at hs
  linear_combination (norm := abel) hs

/-- For operators obeying the CAR on finitely many orbitals, summing the pair generator over
the orbital of the second electron gives `∑ᵣ e_pqrr = E_pq (N - 1)`. -/
theorem sum_pairExcitation [Fintype P] [Fintype S] {c a : P → S → A} (h : CAR c a) (p q : P) :
    ∑ r, pairExcitation c a p q r r = excitation c a p q * (number c a - 1) := by
  simp only [pairExcitation_eq h, Finset.sum_sub_distrib, ← Finset.mul_sum]
  simp [number, mul_sub]

/-- For operators obeying the CAR on finitely many orbitals, the full trace of the pair
generator is `∑ₚ ∑ᵣ e_pprr = N (N - 1)`. -/
theorem sum_sum_pairExcitation [Fintype P] [Fintype S] {c a : P → S → A} (h : CAR c a) :
    ∑ p, ∑ r, pairExcitation c a p p r r = number c a * (number c a - 1) := by
  simp only [sum_pairExcitation h, ← Finset.sum_mul]
  rfl

/-- For operators obeying the CAR on finitely many orbitals, the two-electron operator with
integrals `g_pqrs` is `½ ∑ g_pqrs E_pq E_rs - ½ ∑ g_pqqs E_ps`, written with single
excitations only. -/
theorem twoElectron_eq [Fintype P] [Fintype S] [Algebra ℂ A] {c a : P → S → A}
    (h : CAR c a) (g : P → P → P → P → ℂ) :
    (1 / 2 : ℂ) • ∑ p, ∑ q, ∑ r, ∑ s, g p q r s • pairExcitation c a p q r s =
      (1 / 2 : ℂ) • (∑ p, ∑ q, ∑ r, ∑ s,
          g p q r s • (excitation c a p q * excitation c a r s)
        - ∑ p, ∑ q, ∑ s, g p q q s • excitation c a p s) := by
  congr 1
  simp only [pairExcitation_eq h, smul_sub, Finset.sum_sub_distrib]
  congr 1
  -- the Kronecker delta removes the sum over `r`
  refine Finset.sum_congr rfl fun p _ => Finset.sum_congr rfl fun q _ => ?_
  rw [Finset.sum_comm]
  refine Finset.sum_congr rfl fun s _ => ?_
  simp [smul_ite]

/-- The exterior algebra of the complex functions on spin orbitals. For finitely many spin orbitals
it is the fermionic Fock space. -/
abbrev Fock (P S : Type*) := CliffordAlgebra (0 : QuadraticForm ℂ (P × S → ℂ))

/-- The one-electron state with orbital `p` and spin `x`, as an element of `Fock P S`. -/
def mode (p : P) (x : S) : Fock P S :=
  CliffordAlgebra.ι (0 : QuadraticForm ℂ (P × S → ℂ)) (Pi.single (p, x) 1)

/-- Creation on `Fock P S`: exterior multiplication by a one-electron state. -/
def fockCreate (p : P) (x : S) : Module.End ℂ (Fock P S) :=
  LinearMap.mulLeft ℂ (mode p x)

/-- Annihilation on `Fock P S`: contraction with the coordinate of a spin orbital. -/
def fockAnnihilate (p : P) (x : S) : Module.End ℂ (Fock P S) :=
  CliffordAlgebra.contractLeft (LinearMap.proj (p, x) : (P × S → ℂ) →ₗ[ℂ] ℂ)

/-- Exterior multiplication and contraction on `Fock P S` obey the CAR, for any sets of orbitals and
spins. -/
theorem CAR_witness : CAR (fockCreate (P := P) (S := S)) fockAnnihilate where
  cc p x q y := by
    refine LinearMap.ext fun v => ?_
    have h0 : mode p x * mode q y + mode q y * mode p x = 0 :=
      ExteriorAlgebra.ι_add_mul_swap _ _
    change mode p x * (mode q y * v) + mode q y * (mode p x * v) = 0
    rw [← mul_assoc, ← mul_assoc, ← add_mul, h0, zero_mul]
  aa p x q y := by
    refine LinearMap.ext fun v => ?_
    change fockAnnihilate p x (fockAnnihilate q y v)
      + fockAnnihilate q y (fockAnnihilate p x v) = 0
    exact eq_neg_iff_add_eq_zero.mp (CliffordAlgebra.contractLeft_comm ..)
  ac p x q y := by
    refine LinearMap.ext fun v => ?_
    -- contraction is an antiderivation of the exterior product
    have h1 : fockAnnihilate p x (mode q y * v) =
        (Pi.single (q, y) (1 : ℂ) : P × S → ℂ) (p, x) • v
          - mode q y * fockAnnihilate p x v :=
      CliffordAlgebra.contractLeft_ι_mul ..
    change fockAnnihilate p x (mode q y * v) + mode q y * fockAnnihilate p x v = _
    rw [h1, sub_add_cancel, Pi.single_apply]
    simp only [Prod.mk.injEq]
    split_ifs <;> simp

end

end SpinSummedGenerators
```

```lean
#print axioms SpinSummedGenerators.excitation_commutator
#print axioms SpinSummedGenerators.sum_sum_pairExcitation
#print axioms SpinSummedGenerators.twoElectron_eq
```

```
'SpinSummedGenerators.excitation_commutator' depends on axioms: [propext, Classical.choice, Quot.sound]
'SpinSummedGenerators.sum_sum_pairExcitation' depends on axioms: [propext, Classical.choice, Quot.sound]
'SpinSummedGenerators.twoElectron_eq' depends on axioms: [propext, Classical.choice, Quot.sound]
```

## From anticommutators to spin sums in Lean

In `pairExcitation_eq`, the local statement `key` is the identity at fixed spins. Its `calc` block first writes the string as a combination containing the two anticommutators needed, an expansion that `noncomm_ring` checks without assuming that operators commute. Rewriting with `h.aa` and `h.ac` then replaces them by zero and the Kronecker deltas. `Finset.sum_mul_sum` matches the double spin sum with the product of two single excitations, and the case split on `q = r` evaluates the contraction.

`pairExcitation_symm` interchanges the spin sums and uses `h1` and `h2` for the two sign changes. `excitation_commutator` applies the main identity to both sides of this symmetry and rearranges the result with `linear_combination`.

In `sum_pairExcitation`, `Finset.mul_sum` takes $E_{pq}$ out of the sum over $r$; `sum_sum_pairExcitation` takes out the common right factor $N-1$. `twoElectron_eq` distributes the coefficients over the difference, then exchanges the sums over $r$ and $s$ so that the delta can remove $r$.

## A realisation on the exterior algebra

`CAR_witness` supplies concrete operators that satisfy the assumed relations. `Fock P S` is the exterior algebra of the complex functions on spin orbitals, written as a Clifford algebra with zero quadratic form. `fockCreate` multiplies from the left by a one-electron state, and `fockAnnihilate` contracts with the corresponding coordinate.

The creators anticommute because exterior multiplication of one-electron states is antisymmetric, and `CliffordAlgebra.contractLeft_comm` gives the same relation for contractions. For the mixed relation, contracting a product $\phi v$, with $\phi$ a one-electron state and $v$ any element of the exterior algebra, gives the coordinate of $\phi$ times $v$, minus $\phi$ times the contraction of $v$. Adding the operators in the opposite order cancels the last term and leaves $\delta_{pq}\delta_{xy}v$.
